# The Energy Window of an Isolated Ghost Level Scales with Its Boundary Weight

Take two levels, H = diag(0, 1), and the unit vector b = (√w, √(1−w)) with w = 0.01. The boundary Green function is

G(E) = ⟨b, (H−E)⁻¹ b⟩ = −0.01/E + 0.99/(1−E).

At E = 0.1 the level at 0 contributes −0.1 and the other level 1.1, so G = 1.0 and nothing points to a pole nearby. At E = 0.002 the first term is −5 and G ≈ −4.01. The pole is there, but it makes |G| large only at energies very close to it.

A ghost is a spurious level introduced by a pseudopotential. G stands in here for the logarithmic derivative at a matching radius, whose scan is meant to reveal such levels.

## One pole and a bounded background

Let H be a finite Hermitian matrix with orthonormal eigenvectors v_i and eigenvalues ε_i, and let b be a unit vector with overlaps c_i = ⟨v_i, b⟩. Then Σ_i |c_i|² = 1. If E is not an eigenvalue, (H−E)⁻¹ v_i = v_i/(ε_i−E), and so

G(E) = Σ_i |c_i|²/(ε_i−E).

Let w be the sum of |c_i|² over the levels with ε_i = E0. Suppose every other eigenvalue is at least g > 0 away from E0, and 0 < |E−E0| ≤ g/2. For those other levels,

|ε_i−E| ≥ |ε_i−E0| − |E−E0| ≥ g/2.

Hence E is not an eigenvalue, and the other levels, of total weight 1−w, give

|G(E) − w/(E0−E)| ≤ (1−w)·2/g.

The triangle inequality yields

|G(E)| ≤ w/|E−E0| + 2/g.

Now call the level detected when |G| ≥ 2/g + t. Here 2/g bounds what the other levels can contribute, and t > 0 is the margin demanded above it. If |E−E0| > w/t, the pole term is below t and detection fails. If 0 < |E−E0| ≤ w/(t+4/g), then |E−E0| ≤ g/4 because w ≤ 1, and

|G(E)| ≥ w/|E−E0| − 2/g ≥ 2/g + t.

In the example with t = 1, detection is certain for 0 < |E| ≤ 0.002 and impossible for 0.01 < |E| ≤ 0.5. Scan points at ±0.025 miss the level by this test. In the limit w = 0 the pole disappears from G altogether.

For a finite, energy-independent one-particle Hamiltonian, a coarse scan in which |G| stays below the threshold is therefore weak evidence against a ghost with little boundary weight. Comparing neighbouring values can reveal more: for real E, G increases between poles, so a drop from one scan point to the next, as from 1.37 at −0.025 to 0.62 at 0.025 in the example, betrays a pole between them. The threshold test ignores this.

## The Green function and the weight in Lean

The index type `n` labels an orthonormal basis, so there is no overlap matrix.

```lean
import Mathlib

open Matrix Filter Topology

namespace GhostScan

noncomputable section

variable {n : Type*} [Fintype n] [DecidableEq n] {H : Matrix n n ℂ}
```

The columns of `modes hH` are the v_i.

```lean
/-- The matrix whose columns are orthonormal eigenvectors of the Hermitian matrix `H`. -/
def modes (hH : H.IsHermitian) : Matrix n n ℂ := hH.eigenvectorUnitary
```

The entry `amp hH b i` is c_i.

```lean
/-- The overlaps of the boundary vector `b` with the orthonormal eigenvectors of `H`. -/
def amp (hH : H.IsHermitian) (b : n → ℂ) : n → ℂ := (modes hH)ᴴ *ᵥ b
```

`weight` is w, with degenerate levels summed.

```lean
/-- The weight of `b` on the eigenspace of `E0`: the sum of its squared overlaps with the
orthonormal eigenvectors of eigenvalue `E0`. -/
def weight (hH : H.IsHermitian) (b : n → ℂ) (E0 : ℝ) : ℝ :=
  ∑ i, if hH.eigenvalues i = E0 then ‖amp hH b i‖ ^ 2 else 0
```

`green` uses the matrix inverse itself. The definition allows any vector `b`, for example the basis vector of the outermost grid point; the bounds below need it normalised.

```lean
/-- The boundary Green function `⟨b, (H - E)⁻¹ b⟩`, for `E` not an eigenvalue of `H`. -/
def green (H : Matrix n n ℂ) (b : n → ℂ) (E : ℂ) : ℂ :=
  star b ⬝ᵥ ((H - E • (1 : Matrix n n ℂ))⁻¹ *ᵥ b)
```

`Isolated` does not require E0 to be an eigenvalue; if it is not, w = 0. Nor does it say that the level is spurious: the results hold for any isolated level. The radial equation and the pseudopotential do not appear.

```lean
/-- Every eigenvalue of `H` other than `E0` lies at distance at least `g` from `E0`. -/
def Isolated (hH : H.IsHermitian) (E0 g : ℝ) : Prop :=
  ∀ i, hH.eigenvalues i ≠ E0 → g ≤ |hH.eigenvalues i - E0|
```

## The spectral sum

With U = `modes hH`, `h1` says (H−E)U = UD, where D is diagonal with entries ε_i−E. Then `h3` verifies that U D⁻¹ U† is a right inverse of H−E, which for square matrices makes it the inverse. Sandwiching it between b† and b gives the sum.

```lean
/-- If `E` is not an eigenvalue of `H`, then `H - E` is invertible and the boundary Green
function is the sum over levels of squared overlap divided by `E_i - E`. -/
theorem green_eq_sum (hH : H.IsHermitian) (b : n → ℂ) {E : ℂ}
    (hE : ∀ i, (hH.eigenvalues i : ℂ) ≠ E) :
    IsUnit (H - E • (1 : Matrix n n ℂ)) ∧
      green H b E = ∑ i, (‖amp hH b i‖ : ℂ) ^ 2 / ((hH.eigenvalues i : ℂ) - E) := by
  have hU : modes hH * (modes hH)ᴴ = 1 :=
    Matrix.mem_unitaryGroup_iff.mp hH.eigenvectorUnitary.2
  -- the columns of `modes` are eigenvectors
  have hd : H * modes hH = modes hH * diagonal (fun i => (hH.eigenvalues i : ℂ)) := by
    ext i j
    have h := congrFun (hH.mulVec_eigenvectorBasis j) i
    simp only [Pi.smul_apply, Complex.real_smul] at h
    rw [Matrix.mul_diagonal]
    exact h.trans (mul_comm _ _)
  have h1 : (H - E • (1 : Matrix n n ℂ)) * modes hH
      = modes hH * diagonal (fun i => (hH.eigenvalues i : ℂ) - E) := by
    rw [Matrix.sub_mul, hd, Matrix.smul_mul, Matrix.one_mul]
    ext i j
    simp only [Matrix.sub_apply, Matrix.smul_apply, Matrix.mul_diagonal, smul_eq_mul]
    ring
  have h2 : diagonal (fun i => (hH.eigenvalues i : ℂ) - E)
      * diagonal (fun i => ((hH.eigenvalues i : ℂ) - E)⁻¹) = 1 := by
    rw [Matrix.diagonal_mul_diagonal, ← Matrix.diagonal_one]
    congr 1
    funext i
    exact mul_inv_cancel₀ (sub_ne_zero.mpr (hE i))
  -- the resolvent in the eigenbasis
  have h3 : (H - E • (1 : Matrix n n ℂ)) * (modes hH
      * diagonal (fun i => ((hH.eigenvalues i : ℂ) - E)⁻¹) * (modes hH)ᴴ) = 1 := by
    rw [← Matrix.mul_assoc, ← Matrix.mul_assoc, h1, Matrix.mul_assoc (modes hH), h2,
      Matrix.mul_one, hU]
  refine ⟨⟨⟨_, _, h3, mul_eq_one_comm.mp h3⟩, rfl⟩, ?_⟩
  have hs : star b ᵥ* modes hH = star (amp hH b) := by
    rw [amp, Matrix.star_mulVec, Matrix.conjTranspose_conjTranspose]
  have hc : (modes hH)ᴴ *ᵥ b = amp hH b := rfl
  rw [green, Matrix.inv_eq_right_inv h3, ← Matrix.mulVec_mulVec, ← Matrix.mulVec_mulVec,
    Matrix.dotProduct_mulVec, hs, hc]
  refine Finset.sum_congr rfl fun i _ => ?_
  rw [Matrix.mulVec_diagonal, Pi.star_apply, div_eq_mul_inv, ← Complex.conj_mul',
    starRingEnd_apply]
  ring
```

Normalisation, `star b ⬝ᵥ b = 1`, passes to the overlaps because U is unitary.

```lean
/-- The squared overlaps of a normalised boundary vector with all eigenvectors add up to one. -/
theorem sum_amp_sq (hH : H.IsHermitian) {b : n → ℂ} (hb : star b ⬝ᵥ b = 1) :
    ∑ i, ‖amp hH b i‖ ^ 2 = 1 := by
  have hU : modes hH * (modes hH)ᴴ = 1 :=
    Matrix.mem_unitaryGroup_iff.mp hH.eigenvectorUnitary.2
  have h : star (amp hH b) ⬝ᵥ amp hH b = 1 := by
    rw [amp, Matrix.star_mulVec, Matrix.conjTranspose_conjTranspose,
      ← Matrix.dotProduct_mulVec, Matrix.mulVec_mulVec, hU, Matrix.one_mulVec, hb]
  have h' : ((∑ i, ‖amp hH b i‖ ^ 2 : ℝ) : ℂ) = 1 := by
    rw [← h]
    push_cast
    exact Finset.sum_congr rfl fun i _ => (Complex.conj_mul' _).symm
  exact_mod_cast h'
```

Since w is a partial sum of these non-negative terms, it lies between 0 and 1.

```lean
/-- The weight of a normalised boundary vector on an eigenspace lies between zero and one. -/
theorem weight_bounds (hH : H.IsHermitian) {b : n → ℂ} (hb : star b ⬝ᵥ b = 1) (E0 : ℝ) :
    0 ≤ weight hH b E0 ∧ weight hH b E0 ≤ 1 := by
  constructor
  · exact Finset.sum_nonneg fun i _ => by split_ifs <;> positivity
  · rw [← sum_amp_sq hH hb]
    refine Finset.sum_le_sum fun i _ => ?_
    split_ifs
    · exact le_rfl
    · positivity
```

## Subtracting the pole

`hfar` is the g/2 estimate, and `hreg` concludes that E is no eigenvalue. The difference is then bounded term by term: levels at E0 cancel, and each other level contributes at most |c_i|²·2/g. The energy `E` may be complex; a real scan is a special case. The conclusion `IsUnit` ensures that the inverse in `green` is a genuine one.

```lean
/-- For a normalised boundary vector, an isolated level `E0` with gap `g > 0` and
`0 < |E - E0| ≤ g/2`, the matrix `H - E` is invertible and the Green function differs from the
pole `w/(E0 - E)` by at most `(1 - w) 2/g`. -/
theorem background_bound (hH : H.IsHermitian) {b : n → ℂ} (hb : star b ⬝ᵥ b = 1)
    {E0 g : ℝ} (hg : 0 < g) (hgap : Isolated hH E0 g) {E : ℂ} (hne : E ≠ E0)
    (hE : ‖E - E0‖ ≤ g / 2) :
    IsUnit (H - E • (1 : Matrix n n ℂ)) ∧
      ‖green H b E - (weight hH b E0 : ℂ) / (E0 - E)‖ ≤ (1 - weight hH b E0) * (2 / g) := by
  -- all other levels stay at distance `g/2` from `E`
  have hfar : ∀ i, hH.eigenvalues i ≠ E0 → g / 2 ≤ ‖(hH.eigenvalues i : ℂ) - E‖ := by
    intro i hi
    have h1 := norm_sub_le_norm_sub_add_norm_sub (hH.eigenvalues i : ℂ) E (E0 : ℂ)
    rw [← Complex.ofReal_sub, Complex.norm_real, Real.norm_eq_abs] at h1
    linarith [hgap i hi]
  have hreg : ∀ i, (hH.eigenvalues i : ℂ) ≠ E := by
    intro i hi
    by_cases h : hH.eigenvalues i = E0
    · exact hne (by rw [← hi, h])
    · have h1 := hfar i h
      rw [hi, sub_self, norm_zero] at h1
      linarith
  obtain ⟨hu, hG⟩ := green_eq_sum hH b hreg
  refine ⟨hu, ?_⟩
  have hR : (1 - weight hH b E0) * (2 / g) = ∑ i, (‖amp hH b i‖ ^ 2
      - (if hH.eigenvalues i = E0 then ‖amp hH b i‖ ^ 2 else 0)) * (2 / g) := by
    rw [← Finset.sum_mul, Finset.sum_sub_distrib, sum_amp_sq hH hb, weight]
  rw [hG, hR, weight, Complex.ofReal_sum, Finset.sum_div, ← Finset.sum_sub_distrib]
  refine (norm_sum_le _ _).trans (Finset.sum_le_sum fun i _ => ?_)
  by_cases h : hH.eigenvalues i = E0
  · simp [h]
  · simp only [if_neg h, Complex.ofReal_zero, zero_div, sub_zero]
    rw [norm_div, norm_pow, Complex.norm_real, norm_norm, div_eq_mul_inv]
    have hinv : ‖(hH.eigenvalues i : ℂ) - E‖⁻¹ ≤ 2 / g := by
      rw [← inv_div g 2]
      exact inv_anti₀ (by positivity) (hfar i h)
    exact mul_le_mul_of_nonneg_left hinv (by positivity)
```

Multiplying the estimate by |E0−E| squeezes the error to zero, so w is the strength of the pole and does not depend on the choice of eigenvectors. With the factor E−E0 of the usual residue the limit is −w; the theorem's name ignores this sign.

```lean
/-- For a normalised boundary vector and an isolated level `E0` with gap `g > 0`,
`(E0 - E)` times the Green function tends to the weight `w` as `E` approaches `E0`. -/
theorem weight_is_residue (hH : H.IsHermitian) {b : n → ℂ} (hb : star b ⬝ᵥ b = 1)
    {E0 g : ℝ} (hg : 0 < g) (hgap : Isolated hH E0 g) :
    Tendsto (fun E : ℂ => ((E0 : ℂ) - E) * green H b E) (𝓝[≠] (E0 : ℂ))
      (𝓝 (weight hH b E0 : ℂ)) := by
  have hc : Continuous (fun E : ℂ => ‖E - (E0 : ℂ)‖ * (2 / g)) := by fun_prop
  have h0 := hc.tendsto (E0 : ℂ)
  simp only [sub_self, norm_zero, zero_mul] at h0
  rw [tendsto_iff_norm_sub_tendsto_zero]
  refine squeeze_zero' (Eventually.of_forall fun _ => norm_nonneg _) ?_
    (h0.mono_left nhdsWithin_le_nhds)
  filter_upwards [self_mem_nhdsWithin,
    mem_nhdsWithin_of_mem_nhds (Metric.ball_mem_nhds (E0 : ℂ) (half_pos hg))] with E hne hball
  have hne' : E ≠ E0 := hne
  rw [Metric.mem_ball, dist_eq_norm] at hball
  have hB := (background_bound hH hb hg hgap hne' hball.le).2
  have hz : (E0 : ℂ) - E ≠ 0 := sub_ne_zero.mpr hne'.symm
  have he : ((E0 : ℂ) - E) * green H b E - (weight hH b E0 : ℂ)
      = (E0 - E) * (green H b E - (weight hH b E0 : ℂ) / (E0 - E)) := by
    field_simp
  rw [he, norm_mul, norm_sub_rev (E0 : ℂ) E]
  refine mul_le_mul_of_nonneg_left (hB.trans ?_) (norm_nonneg _)
  have hw := (weight_bounds hH hb E0).1
  exact mul_le_of_le_one_left (by positivity) (by linarith)
```

The main bound adds the modulus of the pole to the background.

```lean
/-- For a normalised boundary vector of weight `w` on an isolated level `E0` with gap `g > 0`,
and `0 < |E - E0| ≤ g/2`, the matrix `H - E` is invertible and the boundary Green function is
at most `w/|E - E0| + 2/g` in modulus. -/
theorem ghost_bound (hH : H.IsHermitian) {b : n → ℂ} (hb : star b ⬝ᵥ b = 1)
    {E0 g : ℝ} (hg : 0 < g) (hgap : Isolated hH E0 g) {E : ℂ} (hne : E ≠ E0)
    (hE : ‖E - E0‖ ≤ g / 2) :
    IsUnit (H - E • (1 : Matrix n n ℂ)) ∧
      ‖green H b E‖ ≤ weight hH b E0 / ‖E - E0‖ + 2 / g := by
  obtain ⟨hu, hB⟩ := background_bound hH hb hg hgap hne hE
  refine ⟨hu, ?_⟩
  have hw := (weight_bounds hH hb E0).1
  have hp : ‖(weight hH b E0 : ℂ) / (E0 - E)‖ = weight hH b E0 / ‖E - E0‖ := by
    rw [norm_div, Complex.norm_real, Real.norm_of_nonneg hw, norm_sub_rev]
  have ht := norm_sub_norm_le (green H b E) ((weight hH b E0 : ℂ) / (E0 - E))
  have h1 : (1 - weight hH b E0) * (2 / g) ≤ 2 / g :=
    mul_le_of_le_one_left (by positivity) (by linarith)
  linarith
```

## Missed and detected energies

Beyond w/t, but still within g/2 of E0, the signal stays below the threshold.

```lean
/-- For a normalised boundary vector and an isolated level with gap `g > 0`, a scan energy with
`w/t < |E - E0| ≤ g/2` gives a signal below the threshold `2/g + t`, for any `t > 0`. -/
theorem ghost_missed (hH : H.IsHermitian) {b : n → ℂ} (hb : star b ⬝ᵥ b = 1)
    {E0 g t : ℝ} (hg : 0 < g) (hgap : Isolated hH E0 g) (ht : 0 < t) {E : ℂ}
    (hfar : weight hH b E0 / t < ‖E - E0‖) (hE : ‖E - E0‖ ≤ g / 2) :
    ‖green H b E‖ < 2 / g + t := by
  have hpos : 0 < ‖E - E0‖ :=
    (div_nonneg (weight_bounds hH hb E0).1 ht.le).trans_lt hfar
  have hB := (ghost_bound hH hb hg hgap (sub_ne_zero.mp (norm_pos_iff.mp hpos)) hE).2
  have h1 : weight hH b E0 / ‖E - E0‖ < t := by
    rw [div_lt_iff₀ hpos]
    rw [div_lt_iff₀ ht] at hfar
    linarith
  linarith
```

The converse estimate uses the reverse triangle inequality. Its hypothesis `hnear` is the inner window multiplied out, and `hE` derives |E−E0| ≤ g/2 from it.

```lean
/-- For a normalised boundary vector and an isolated level with gap `g > 0`, the signal reaches
the threshold `2/g + t`, `t ≥ 0`, at every `E ≠ E0` with `|E - E0| (t + 4/g) ≤ w`. -/
theorem ghost_seen (hH : H.IsHermitian) {b : n → ℂ} (hb : star b ⬝ᵥ b = 1)
    {E0 g t : ℝ} (hg : 0 < g) (hgap : Isolated hH E0 g) (ht : 0 ≤ t) {E : ℂ} (hne : E ≠ E0)
    (hnear : ‖E - E0‖ * (t + 4 / g) ≤ weight hH b E0) :
    2 / g + t ≤ ‖green H b E‖ := by
  obtain ⟨hw0, hw1⟩ := weight_bounds hH hb E0
  have hpos : 0 < ‖E - E0‖ := norm_pos_iff.mpr (sub_ne_zero.mpr hne)
  -- the window lies inside the region controlled by the gap
  have hE : ‖E - E0‖ ≤ g / 2 := by
    have h1 : ‖E - E0‖ * 4 / g ≤ 1 := by
      rw [mul_div_assoc]
      have h2 := mul_nonneg hpos.le ht
      rw [mul_add] at hnear
      linarith
    rw [div_le_iff₀ hg] at h1
    linarith
  have hB := (background_bound hH hb hg hgap hne hE).2
  have hp : ‖(weight hH b E0 : ℂ) / (E0 - E)‖ = weight hH b E0 / ‖E - E0‖ := by
    rw [norm_div, Complex.norm_real, Real.norm_of_nonneg hw0, norm_sub_rev]
  have htri := norm_sub_norm_le ((weight hH b E0 : ℂ) / (E0 - E)) (green H b E)
  rw [norm_sub_rev, hp] at htri
  have h1 : t + 4 / g ≤ weight hH b E0 / ‖E - E0‖ := by
    rw [le_div_iff₀ hpos]
    linarith
  have h2 : (1 - weight hH b E0) * (2 / g) ≤ 2 / g :=
    mul_le_of_le_one_left (by positivity) (by linarith)
  have h3 : 4 / g = 2 / g + 2 / g := by ring
  linarith
```

Two detecting energies within g/2 of E0 each lie within w/t of it, hence within 2w/t of each other. A grid with wider spacing has at most one detecting point in that region.

```lean
/-- For a normalised boundary vector and an isolated level with gap `g > 0`, two scan energies
within `g/2` of `E0` whose signals both reach `2/g + t`, `t > 0`, differ by at most `2w/t`. -/
theorem detections_close (hH : H.IsHermitian) {b : n → ℂ} (hb : star b ⬝ᵥ b = 1)
    {E0 g t : ℝ} (hg : 0 < g) (hgap : Isolated hH E0 g) (ht : 0 < t) {E E' : ℂ}
    (hE : ‖E - E0‖ ≤ g / 2) (hE' : ‖E' - E0‖ ≤ g / 2)
    (hs : 2 / g + t ≤ ‖green H b E‖) (hs' : 2 / g + t ≤ ‖green H b E'‖) :
    ‖E - E'‖ ≤ 2 * (weight hH b E0 / t) := by
  have h1 : ‖E - E0‖ ≤ weight hH b E0 / t :=
    le_of_not_gt fun h => not_lt_of_ge hs (ghost_missed hH hb hg hgap ht h hE)
  have h2 : ‖E' - E0‖ ≤ weight hH b E0 / t :=
    le_of_not_gt fun h => not_lt_of_ge hs' (ghost_missed hH hb hg hgap ht h hE')
  have h3 := norm_sub_le_norm_sub_add_norm_sub E (E0 : ℂ) E'
  rw [norm_sub_rev (E0 : ℂ) E'] at h3
  linarith

end

end GhostScan
```

```lean
#print axioms GhostScan.weight_is_residue
-- 'GhostScan.weight_is_residue' depends on axioms: [propext, Classical.choice, Quot.sound]
#print axioms GhostScan.ghost_bound
-- 'GhostScan.ghost_bound' depends on axioms: [propext, Classical.choice, Quot.sound]
#print axioms GhostScan.ghost_seen
-- 'GhostScan.ghost_seen' depends on axioms: [propext, Classical.choice, Quot.sound]
#print axioms GhostScan.detections_close
-- 'GhostScan.detections_close' depends on axioms: [propext, Classical.choice, Quot.sound]
```
